# The orbital swap on the full space of two-electron spatial states in m orbitals has trace m

The theorem `trace_swap` states that the operator P exchanging the orbitals of two electrons has trace m when there are m orthonormal orbitals. The states are real spatial amplitudes x(i, j) over all ordered pairs of orbitals, with no spin and no symmetry or antisymmetry imposed, so the space has dimension m². The proof first claims, as `h`, that the diagonal element ⟨ij|P|ij⟩ is 1 if i = j and 0 otherwise. It then sums these elements over all pairs by means of `trace_eq_direct`.

This version doesn't compile in Lean 4 with Mathlib:

```lean
import Mathlib

open scoped InnerProductSpace

noncomputable section

namespace TraceSwap

/-- Real spatial states of two electrons in `m` orbitals, given by amplitudes `x (i, j)`. -/
abbrev Pair (m : ℕ) := EuclideanSpace ℝ (Fin m × Fin m)

/-- The swap `P`, which exchanges the orbitals of the two electrons. -/
def swap (m : ℕ) : Pair m →ₗ[ℝ] Pair m where
  toFun x := WithLp.toLp 2 fun p => x.ofLp (p.2, p.1)
  map_add' _ _ := rfl
  map_smul' _ _ := rfl

/-- The direct integral `⟨ij|W|ij⟩`. -/
def direct {m : ℕ} (W : Pair m →ₗ[ℝ] Pair m) (i j : Fin m) : ℝ :=
  (W (EuclideanSpace.single (i, j) 1)).ofLp (i, j)

variable {m : ℕ} {W : Pair m →ₗ[ℝ] Pair m}

/-- The trace of an operator is the sum of its direct integrals over all orbital pairs. -/
theorem trace_eq_direct (T : Pair m →ₗ[ℝ] Pair m) :
    LinearMap.trace ℝ (Pair m) T = ∑ i, ∑ j, direct T i j := by
  rw [LinearMap.trace_eq_matrix_trace ℝ (EuclideanSpace.basisFun (Fin m × Fin m) ℝ).toBasis T,
    Matrix.trace, Fintype.sum_prod_type]
  refine Finset.sum_congr rfl fun i _ => Finset.sum_congr rfl fun j _ => ?_
  simp [LinearMap.toMatrix_apply, direct]

/-- The swap on two electrons in `m` orbitals has trace `m`. -/
theorem trace_swap (m : ℕ) : LinearMap.trace ℝ (Pair m) (swap m) = m := by
  have h : ∀ i j : Fin m, direct (swap m) i j = if i = j then 1 else 0 := by
    intro i j
    by_cases hij : i = j
    · subst hij
      simp [direct, swap]
    · simp [direct, swap, hij, Ne.symm hij]
  simp [trace_eq_direct, h]

end TraceSwap
```

The compiler's answer:

```
Main.lean:37:4: error: unsolved goals
case pos
m : ℕ
i : Fin m
⊢ ({ toFun := fun x => WithLp.toLp 2 fun p => x.ofLp (p.2, p.1), map_add' := ⋯, map_smul' := ⋯ }
          (EuclideanSpace.single (i, i) 1)).ofLp
      (i, i) =
    1
Main.lean:39:4: error: unsolved goals
case neg
m : ℕ
i j : Fin m
hij : ¬i = j
⊢ ({ toFun := fun x => WithLp.toLp 2 fun p => x.ofLp (p.2, p.1), map_add' := ⋯, map_smul' := ⋯ }
          (EuclideanSpace.single (i, j) 1)).ofLp
      (i, j) =
    0
Main.lean:39:31: warning: This simp argument is unused:
  Ne.symm hij

Hint: Omit it from the simp argument list.
  [apply] simp [direct, swap, hij]

Note: This linter can be disabled with `set_option linter.unusedSimpArgs false`
```

This version goes through:

```diff
@@ -34,8 +34,10 @@
   have h : ∀ i j : Fin m, direct (swap m) i j = if i = j then 1 else 0 := by
     intro i j
+    have hs : direct (swap m) i j =
+        (Pi.single (i, j) (1 : ℝ) : Fin m × Fin m → ℝ) (j, i) := rfl
+    rw [hs, Pi.single_apply]
     by_cases hij : i = j
-    · subst hij
-      simp [direct, swap]
-    · simp [direct, swap, hij, Ne.symm hij]
+    · simp [hij]
+    · simp [hij, Ne.symm hij]
   simp [trace_eq_direct, h]
 
```

Diagnosis. Both errors come from the proof of `h`, one in each case of `i = j`. `simp` unfolds `swap` and reduces the right-hand side to 1 or 0, but on the left it leaves the linear map, written out as a structure, still applied to the basis vector. The exchanged coordinate is therefore never read off. The messages do not show why `simp` fails to evaluate that application. The warning fits this: `Ne.symm hij` is unused because no comparison of `j` with `i` has appeared.

The repair adds `hs`, which `rfl` proves by computation: the diagonal element is the entry at `(j, i)` of the function that is 1 at `(i, j)` and 0 elsewhere. After `rw [hs, Pi.single_apply]`, the left side is a conditional on whether `(j, i) = (i, j)`, which `simp` can settle in each case from `hij`. `direct` and `swap` leave the `simp` lists because `hs` has already dealt with them. Replacing `subst hij` with `simp [hij]` is mere tidying.
